# For a nonzero design matrix, the effective parameter count of a ridge fit decreases strictly in the penalty and stays below the rank

How many coefficients does a penalised linear fit effectively use? The answer adopted here is a trace. Let the real matrix \(A\) have one row per datum and one column per coefficient, let \(y\) be the data, and choose the coefficients \(c\) to minimise \(|Ac-y|^2+l|c|^2\) with \(l>0\). Setting the gradient to zero gives \((A^TA+l)c=A^Ty\), so the fitted values are \(Hy\) with \(H=A(A^TA+l)^{-1}A^T\). The effective parameter count is

\[ \nu(l)=\operatorname{tr}\,[A(A^TA+l)^{-1}A^T], \]

the summed response of each fitted value to its own datum. For \(A\neq0\), it decreases strictly in \(l>0\), stays strictly below \(\operatorname{rank}A\), and tends to that rank as \(l\downarrow0\).

Such fits occur in electronic structure when computed energies are expanded linearly in descriptors or cluster functions; the result applies if the model is linear and the penalty is quadratic, with one strength for all coefficients. It does not cover a penalty on their absolute values.

The Lean file starts from the trace, not from the minimisation. Reading the trace as a response to the data also requires \(A\) and \(l\) to be fixed independently of \(y\), which no hypothesis expresses. The examples of failure below are short calculations in the text and have no Lean statements.

```lean
import Mathlib

open Matrix Filter Topology Set

namespace EffectiveParameterCount

noncomputable section
```

## Real entries and finitely many coefficients

Real entries mean that the fitting functions take real values at the data points. By hand, this is used at the first step: \(A^TA\) is symmetric, and \(x^TA^TAx=|Ax|^2\ge0\) for every real vector \(x\). There is therefore an orthogonal matrix \(U\) with

\[ A^TA=UDU^T,\qquad U^TU=1,\qquad D=\operatorname{diag}(d_i),\quad d_i\ge0. \]

For complex entries with the plain transpose this fails. The column \(A=(1,\mathrm i)^T\) has rank 1 but \(A^TA=0\), so \(\nu(l)=0\) for every \(l>0\): the count neither decreases strictly nor approaches the rank.

In Lean, symmetry is stated as `IsHermitian`, which for real matrices is the same thing.

```lean
/-- The normal matrix `AᵀA` of a real least-squares problem is symmetric. -/
theorem gram_isHermitian {m n : Type*} [Fintype m] (A : Matrix m n ℝ) :
    (Aᵀ * A).IsHermitian := by
  change (Aᵀ * A)ᴴ = Aᵀ * A
  rw [conjTranspose_eq_transpose_of_trivial, transpose_mul, transpose_transpose]
```

The finite types `m` and `n` label the data and the coefficients; they are index sets, not numbers. No relation between their sizes is assumed, so there may be more coefficients than data. Finiteness makes the trace a finite sum; for an infinite identity matrix, the corresponding sum \(\sum_i 1/(1+l)\) diverges.

The definition `effParams A l` is \(\nu(l)\), with `l` in the place of the usual \(\lambda\). The penalty is `l` times the identity, without a factor for the number of data and without an exempted intercept.

```lean
variable {m n : Type*} [Fintype m] [Fintype n] [DecidableEq n]

/-- The effective number of parameters `tr A (AᵀA + l)⁻¹ Aᵀ` of a ridge fit with design
matrix `A` and regularisation strength `l > 0`. -/
def effParams (A : Matrix m n ℝ) (l : ℝ) : ℝ :=
  trace (A * (Aᵀ * A + l • (1 : Matrix n n ℝ))⁻¹ * Aᵀ)
```

The function `gramEig A` lists the \(d_i\) with multiplicity, for \(i\) in `n`.

```lean
/-- The eigenvalues of the normal matrix `AᵀA`, listed with multiplicity. -/
def gramEig (A : Matrix m n ℝ) : n → ℝ := (gram_isHermitian A).eigenvalues
```

Their nonnegativity comes from the positive semidefiniteness of \(A^TA\), the Lean form of \(|Ax|^2\ge0\).

```lean
/-- The eigenvalues of the normal matrix are nonnegative. -/
theorem gramEig_nonneg (A : Matrix m n ℝ) (i : n) : 0 ≤ gramEig A i := by
  have h : (Aᵀ * A).PosSemidef := by
    have h := posSemidef_conjTranspose_mul_self A
    rwa [conjTranspose_eq_transpose_of_trivial] at h
  exact h.eigenvalues_nonneg i
```

The spectral theorem supplies \(U\). Since Mathlib states it with the adjoint, the proof first identifies the adjoint of a real matrix with its transpose.

```lean
/-- An orthogonal change of coefficients diagonalises the normal matrix. -/
theorem gram_spectral (A : Matrix m n ℝ) :
    ∃ U : Matrix n n ℝ, Uᵀ * U = 1 ∧ Aᵀ * A = U * diagonal (gramEig A) * Uᵀ := by
  have hs : ∀ V : Matrix n n ℝ, star V = Vᵀ := fun V => by
    rw [star_eq_conjTranspose, conjTranspose_eq_transpose_of_trivial]
  refine ⟨((gram_isHermitian A).eigenvectorUnitary : Matrix n n ℝ), ?_, ?_⟩
  · rw [← hs]
    exact mem_unitaryGroup_iff'.1 (gram_isHermitian A).eigenvectorUnitary.2
  · have h := (gram_isHermitian A).spectral_theorem
    rw [Unitary.conjStarAlgAut_apply] at h
    rw [← hs]
    exact h
```

## A positive penalty

The strength \(l\) expresses how strongly large coefficients are disfavoured. If the data have independent Gaussian noise of one common variance, and the coefficients have independent Gaussian priors centred at zero with one common variance, then the fit gives the most probable coefficients when \(l\) is the noise variance divided by the prior variance.

By hand, positivity makes every \(d_i+l\) positive, so that

\[ (A^TA+l)^{-1}=U(D+l)^{-1}U^T. \]

Cyclicity of the trace then removes the change of basis:

\[ \nu(l)=\operatorname{tr}\,[A^TA(A^TA+l)^{-1}]
=\operatorname{tr}\,[UD(D+l)^{-1}U^T]
=\sum_i\frac{d_i}{d_i+l}. \]

A direction well determined by the data, \(d_i\gg l\), counts almost fully; one with \(d_i\ll l\) hardly counts.

The theorem `effParams_eq_sum` states both the invertibility and this formula. In its proof `E` is \((D+l)^{-1}\), `hDE` is the identity \(DE+lE=1\), and `hinv` checks that \(UEU^T\) is a right inverse, which suffices for a square matrix. The final rewrites use `trace_mul_comm` twice, once to bring \(A^T\) to the front and once to cancel \(U\).

```lean
/-- For `l > 0` the regularised normal matrix is invertible, and each eigenvalue `d` of `AᵀA`
contributes `d / (d + l)` to the effective number of parameters. -/
theorem effParams_eq_sum (A : Matrix m n ℝ) {l : ℝ} (hl : 0 < l) :
    IsUnit (Aᵀ * A + l • (1 : Matrix n n ℝ)) ∧
      effParams A l = ∑ i, gramEig A i / (gramEig A i + l) := by
  obtain ⟨U, hU, hG⟩ := gram_spectral A
  have hU' : U * Uᵀ = 1 := mul_eq_one_comm.mp hU
  have hd : ∀ i, gramEig A i + l ≠ 0 := fun i =>
    (add_pos_of_nonneg_of_pos (gramEig_nonneg A i) hl).ne'
  set E : Matrix n n ℝ := diagonal (fun i => (gramEig A i + l)⁻¹) with hE
  have hDE : diagonal (gramEig A) * E + l • E = 1 := by
    ext i j
    rcases eq_or_ne i j with rfl | h
    · simp only [hE, Matrix.add_apply, Matrix.smul_apply, diagonal_mul, diagonal_apply_eq,
        one_apply_eq, smul_eq_mul]
      rw [← add_mul]
      exact mul_inv_cancel₀ (hd i)
    · simp only [hE, Matrix.add_apply, Matrix.smul_apply, diagonal_mul, diagonal_apply_ne _ h,
        one_apply_ne h, smul_zero, mul_zero, add_zero]
  -- the inverse, written in the eigenbasis
  have hinv : (Aᵀ * A + l • (1 : Matrix n n ℝ)) * (U * E * Uᵀ) = 1 := by
    calc _ = U * diagonal (gramEig A) * (Uᵀ * U) * E * Uᵀ + l • (U * E * Uᵀ) := by
          rw [hG]
          simp only [add_mul, smul_mul_assoc, one_mul, mul_assoc]
      _ = U * (diagonal (gramEig A) * E + l • E) * Uᵀ := by
          rw [hU]
          simp only [mul_one, mul_add, add_mul, mul_smul_comm, smul_mul_assoc, mul_assoc]
      _ = 1 := by rw [hDE, mul_one, hU']
  refine ⟨(isUnit_iff_isUnit_det _).2 (isUnit_det_of_right_inverse hinv), ?_⟩
  have hprod : U * diagonal (gramEig A) * Uᵀ * (U * E * Uᵀ)
      = U * (diagonal (gramEig A) * E) * Uᵀ := by
    calc _ = U * diagonal (gramEig A) * (Uᵀ * U) * E * Uᵀ := by simp only [mul_assoc]
      _ = _ := by
          rw [hU]
          simp only [mul_one, mul_assoc]
  -- cyclicity of the trace removes the change of basis
  unfold effParams
  rw [inv_eq_right_inv hinv, trace_mul_comm, ← Matrix.mul_assoc, hG, hprod, trace_mul_comm,
    ← Matrix.mul_assoc, hU, one_mul]
  simp [hE, Matrix.trace, diagonal_mul_diagonal, div_eq_mul_inv]
```

If \(l=0\) were admitted, the strict bound would fail: for a \(1\times1\) matrix with entry \(a\neq0\), the count at \(l=0\) is exactly 1, the rank. When \(A^TA\) is singular, Lean's inverse at \(l=0\) is the zero matrix and `effParams A 0` is 0, which is why the approach to the rank is stated as a limit.

## A design matrix that is not zero

The condition \(A\neq0\) says that at least one coefficient influences at least one predicted value. It enters through the rank and the eigenvalues.

If \(A^TAx=0\), then \(|Ax|^2=0\) and \(Ax=0\). Thus \(A\) and \(A^TA\) have the same kernel and the same rank, which is the number of nonzero \(d_i\). Lean writes this number as a sum of zeros and ones, ready for comparison with \(\nu(l)\) term by term.

```lean
/-- The rank of the design matrix counts the nonzero eigenvalues of the normal matrix. -/
theorem rank_eq_sum (A : Matrix m n ℝ) :
    (A.rank : ℝ) = ∑ i, if gramEig A i = 0 then (0 : ℝ) else 1 := by
  unfold gramEig
  rw [← rank_transpose_mul_self A, (gram_isHermitian A).rank_eq_card_non_zero_eigs,
    Fintype.card_subtype, Finset.card_filter]
  push_cast
  refine Finset.sum_congr rfl fun i _ => ?_
  by_cases h : (gram_isHermitian A).eigenvalues i = 0 <;> simp [h]
```

If all \(d_i\) vanished, then \(A^TA=0\). Its diagonal entries are the squared lengths of the columns of \(A\), so \(A\) would be zero. Hence \(A\neq0\) gives some \(d_k>0\). The Lean proof argues by the same contradiction.

```lean
/-- A nonzero design matrix has a normal matrix with a positive eigenvalue. -/
theorem exists_gramEig_pos {A : Matrix m n ℝ} (hA : A ≠ 0) : ∃ i, 0 < gramEig A i := by
  by_contra h
  have h0 : gramEig A = fun _ => 0 :=
    funext fun i => le_antisymm (not_lt.1 fun hi => h ⟨i, hi⟩) (gramEig_nonneg A i)
  obtain ⟨U, _, hG⟩ := gram_spectral A
  rw [h0, diagonal_zero, mul_zero, zero_mul] at hG
  apply hA
  rw [← conjTranspose_mul_self_eq_zero, conjTranspose_eq_transpose_of_trivial]
  exact hG
```

The three claims now follow. For \(0<a<b\),

\[ \frac{d_i}{d_i+a}-\frac{d_i}{d_i+b}=\frac{d_i(b-a)}{(d_i+a)(d_i+b)}\ge0, \]

with strict inequality for \(i=k\), so \(\nu(a)>\nu(b)\). Moreover,

\[ \operatorname{rank}A-\nu(l)=\sum_{d_i>0}\frac{l}{d_i+l}>0, \]

because the term \(i=k\) is present. Each term of this finite sum tends to zero as \(l\downarrow0\), which gives the limit.

In `effParams_main`, `StrictAntiOn (effParams A) (Ioi 0)` is strict decrease on \(l>0\), the middle clause is the strict bound, and `𝓝[>] 0` denotes approach to zero from above. The first two parts use `Finset.sum_lt_sum`, which asks for a weak inequality in every term and a strict one in some term; the index `k` supplies the latter. Cross-multiplication reduces the monotonicity to the sign of \(d_i(b-a)\). The limit is taken term by term, with zero eigenvalues treated separately.

```lean
/-- For a nonzero design matrix, the effective number of parameters strictly decreases with the
regularisation strength `l > 0`, stays strictly below the rank, and tends to the rank as `l`
decreases to zero. -/
theorem effParams_main {A : Matrix m n ℝ} (hA : A ≠ 0) :
    StrictAntiOn (effParams A) (Ioi 0) ∧ (∀ l > 0, effParams A l < A.rank) ∧
      Tendsto (effParams A) (𝓝[>] 0) (𝓝 (A.rank : ℝ)) := by
  obtain ⟨k, hk⟩ := exists_gramEig_pos hA
  have hpos : ∀ i, ∀ l > 0, 0 < gramEig A i + l := fun i l hl =>
    add_pos_of_nonneg_of_pos (gramEig_nonneg A i) hl
  refine ⟨?_, ?_, ?_⟩
  · intro a ha b hb hab
    rw [(effParams_eq_sum A ha).2, (effParams_eq_sum A hb).2]
    refine Finset.sum_lt_sum (fun i _ => ?_) ⟨k, Finset.mem_univ k, ?_⟩
    · rw [div_le_div_iff₀ (hpos i b hb) (hpos i a ha)]
      nlinarith [mul_nonneg (gramEig_nonneg A i) (sub_nonneg.2 hab.le)]
    · rw [div_lt_div_iff₀ (hpos k b hb) (hpos k a ha)]
      nlinarith [mul_pos hk (sub_pos.2 hab)]
  · intro l hl
    rw [(effParams_eq_sum A hl).2, rank_eq_sum]
    refine Finset.sum_lt_sum (fun i _ => ?_) ⟨k, Finset.mem_univ k, ?_⟩
    · by_cases h : gramEig A i = 0
      · simp [h]
      · rw [if_neg h, div_le_one (hpos i l hl)]
        linarith
    · rw [if_neg hk.ne', div_lt_one (hpos k l hl)]
      linarith
  · rw [rank_eq_sum]
    refine Tendsto.congr' (f₁ := fun l => ∑ i, gramEig A i / (gramEig A i + l)) ?_ ?_
    · filter_upwards [self_mem_nhdsWithin] with l hl
      exact (effParams_eq_sum A hl).2.symm
    · refine tendsto_finsetSum _ fun i _ => ?_
      by_cases h : gramEig A i = 0
      · simp [h]
      · have ht : Tendsto (fun l : ℝ => gramEig A i / (gramEig A i + l)) (𝓝 0)
            (𝓝 (gramEig A i / (gramEig A i + 0))) :=
          tendsto_const_nhds.div (tendsto_const_nhds.add tendsto_id) (by simpa using h)
        rw [add_zero, div_self h] at ht
        rw [if_neg h]
        exact ht.mono_left nhdsWithin_le_nhds
```

For \(A=0\), both the count and the rank are zero at every \(l>0\). The limit survives, but the strict decrease and the strict bound fail.

## A target between zero and the rank

Suppose the number of effective parameters is prescribed as \(p\), and \(l\) is to be found. The hypotheses \(0<p<\operatorname{rank}A\) say that the fit should use something, but less than the unpenalised fit does. The lower end of the range comes from strong penalties: \(0\le d_i/(d_i+l)\le d_i/l\), so \(\nu(l)\to0\) as \(l\to\infty\). This holds for \(A=0\) as well.

```lean
/-- Under ever stronger regularisation the effective number of parameters tends to zero. -/
theorem effParams_tendsto_zero (A : Matrix m n ℝ) :
    Tendsto (effParams A) atTop (𝓝 0) := by
  have h : Tendsto (fun l => ∑ i, gramEig A i / (gramEig A i + l)) atTop
      (𝓝 (∑ _i : n, (0 : ℝ))) :=
    tendsto_finsetSum _ fun i _ =>
      tendsto_const_nhds.div_atTop (tendsto_atTop_add_const_left _ _ tendsto_id)
  rw [Finset.sum_const_zero] at h
  refine h.congr' ?_
  filter_upwards [eventually_gt_atTop 0] with l hl
  exact (effParams_eq_sum A hl).2.symm
```

By the two limits, some \(a>0\) has \(\nu(a)>p\) and some \(b>0\) has \(\nu(b)<p\). The sum formula is continuous on \(l>0\), so the intermediate value theorem gives an \(l>0\) with \(\nu(l)=p\), and strict decrease allows only one. The quantifier `∃!` expresses existence and uniqueness together. The Lean proof takes the same route, with uniqueness from `hanti.injOn`. It does not assume \(A\neq0\), since a rank above \(p>0\) already excludes the zero matrix.

```lean
/-- Every target `p` strictly between zero and the rank is the effective number of parameters
for exactly one regularisation strength `l > 0`. -/
theorem existsUnique_strength (A : Matrix m n ℝ) {p : ℝ} (hp : 0 < p) (hr : p < A.rank) :
    ∃! l : ℝ, 0 < l ∧ effParams A l = p := by
  have hA : A ≠ 0 := by
    rintro rfl
    rw [Matrix.rank_zero, Nat.cast_zero] at hr
    linarith
  obtain ⟨hanti, -, hlim⟩ := effParams_main hA
  have hcont : ContinuousOn (effParams A) (Ioi 0) := by
    have h : ContinuousOn (fun l => ∑ i, gramEig A i / (gramEig A i + l)) (Ioi 0) :=
      continuousOn_finsetSum _ fun i _ =>
        continuousOn_const.div (continuousOn_const.add continuousOn_id) fun l hl =>
          (add_pos_of_nonneg_of_pos (gramEig_nonneg A i) hl).ne'
    exact h.congr fun l hl => (effParams_eq_sum A hl).2
  -- weak regularisation overshoots the target, strong regularisation undershoots it
  obtain ⟨a, ha, ha0⟩ :=
    ((hlim.eventually (lt_mem_nhds hr)).and eventually_mem_nhdsWithin).exists
  obtain ⟨b, hb, hb0⟩ :=
    (((effParams_tendsto_zero A).eventually (gt_mem_nhds hp)).and
      (eventually_gt_atTop 0)).exists
  obtain ⟨l, hl, hlp⟩ :=
    isPreconnected_Ioi.intermediate_value hb0 ha0 hcont ⟨hb.le, ha.le⟩
  exact ⟨l, ⟨hl, hlp⟩, fun y hy => hanti.injOn hy.1 hl (hy.2.trans hlp.symm)⟩

end

end EffectiveParameterCount
```

The range is sharp at both ends. For \(A\neq0\), the count is positive and below the rank, so neither \(p=0\) nor \(p=\operatorname{rank}A\) is attained at any \(l>0\). For \(A=0\) and \(p=0\), every \(l>0\) is a solution and uniqueness fails.

With a single coefficient, \(A\) is one nonzero column with squared length \(d\), and everything is explicit:

\[ \nu(l)=\frac{d}{d+l},\qquad l=d\,\frac{1-p}{p}\quad(0<p<1). \]

Half a parameter is in use when \(l=d\). Here, as in general, the prescribed count fixes \(l\) from \(A\) alone, without reference to the measured values \(y\).

```lean
#print axioms EffectiveParameterCount.effParams_main
-- 'EffectiveParameterCount.effParams_main' depends on axioms: [propext, Classical.choice, Quot.sound]
#print axioms EffectiveParameterCount.existsUnique_strength
-- 'EffectiveParameterCount.existsUnique_strength' depends on axioms: [propext, Classical.choice, Quot.sound]
```
